# For real stationary states in one potential on an interval, values and slopes at the ends fix the energy difference times the overlap

The theorem `green_identity` concerns two real stationary states `φ` and `ψ` of a single particle on `[0, a]`, with energies `E₁` and `E₂` in the same potential `V` and units in which ħ = m = 1. It says that `E₂ - E₁` times the integral of `φ ψ` is half the difference between the values of the Wronskian `ψ φ' - φ ψ'` at `a` and at `0`. The functions and their slopes are continuous up to the ends, but no boundary conditions are imposed and the states need not be normalised; for nonzero states on an interval of positive length, the normalised overlap is the integral divided by the product of their norms. The proof integrates the Wronskian's derivative, known from the previous theorem, by the fundamental theorem of calculus, and then rearranges the result with `linear_combination`.

In Lean, a first try:

```lean
import Mathlib

open Set Filter Topology

namespace GreenIdentity

/-- `u`, with slope `u'`, is a real stationary state of energy `E` on `[0, a]`: both are continuous
up to the ends, and `-u''/2 + V u = E u` holds in the interior. -/
structure IsStationary (V : ℝ → ℝ) (E a : ℝ) (u u' : ℝ → ℝ) : Prop where
  cont : ContinuousOn u (Icc 0 a)
  cont_slope : ContinuousOn u' (Icc 0 a)
  hasDeriv : ∀ x ∈ Ioo 0 a, HasDerivAt u (u' x) x
  schrodinger : ∀ x ∈ Ioo 0 a, ∃ c, HasDerivAt u' c x ∧ -c / 2 + V x * u x = E * u x

variable {V φ φ' ψ ψ' : ℝ → ℝ} {E₁ E₂ a b : ℝ}

/-- At interior points, the Wronskian `ψ φ' - φ ψ'` of two stationary states in the same potential
changes at the rate `2 (E₂ - E₁) φ ψ`. -/
theorem wronskian_hasDerivAt (hφ : IsStationary V E₁ a φ φ') (hψ : IsStationary V E₂ a ψ ψ')
    {x : ℝ} (hx : x ∈ Ioo 0 a) :
    HasDerivAt (fun y => ψ y * φ' y - φ y * ψ' y) (2 * (E₂ - E₁) * (φ x * ψ x)) x := by
  obtain ⟨c₁, h₁, e₁⟩ := hφ.schrodinger x hx
  obtain ⟨c₂, h₂, e₂⟩ := hψ.schrodinger x hx
  refine (((hψ.hasDeriv x hx).fun_mul h₁).fun_sub
    ((hφ.hasDeriv x hx).fun_mul h₂)).congr_deriv ?_
  -- the potential cancels between the two Schrödinger equations
  linear_combination (-2 * ψ x) * e₁ + (2 * φ x) * e₂

/-- Green's identity: the energy difference times the overlap on `[0, a]` is half the difference
of the Wronskian between the two ends. -/
theorem green_identity (ha : 0 ≤ a) (hφ : IsStationary V E₁ a φ φ')
    (hψ : IsStationary V E₂ a ψ ψ') :
    (E₂ - E₁) * ∫ x in (0 : ℝ)..a, φ x * ψ x =
      ((ψ a * φ' a - φ a * ψ' a) - (ψ 0 * φ' 0 - φ 0 * ψ' 0)) / 2 := by
  have hint : IntervalIntegrable (fun x => 2 * (E₂ - E₁) * (φ x * ψ x))
      MeasureTheory.volume 0 a :=
    (continuousOn_const.mul (hφ.cont.mul hψ.cont)).intervalIntegrable_of_Icc ha
  have h := intervalIntegral.integral_eq_sub_of_hasDerivAt_of_le ha
    ((hψ.cont.mul hφ.cont_slope).sub (hφ.cont.mul hψ.cont_slope))
    (fun x hx => wronskian_hasDerivAt hφ hψ hx) hint
  rw [intervalIntegral.integral_const_mul] at h
  linear_combination h / 2

end GreenIdentity
```

The error:

```
Main.lean:42:2: error: ring failed, ring expressions not equal
V φ φ' ψ ψ' : ℝ → ℝ
E₁ E₂ a : ℝ
ha : 0 ≤ a
hφ : IsStationary V E₁ a φ φ'
hψ : IsStationary V E₂ a ψ ψ'
hint : IntervalIntegrable (fun x => 2 * (E₂ - E₁) * (φ x * ψ x)) MeasureTheory.volume 0 a
h : 2 * (E₂ - E₁) * ∫ (x : ℝ) in 0..a, φ x * ψ x = (ψ * φ' - φ * ψ') a - (ψ * φ' - φ * ψ') 0
⊢ (ψ * φ' - φ * ψ') a * (1 / 2) + (ψ * φ' - φ * ψ') 0 * (-1 / 2) + ψ a * φ' a * (-1 / 2) + φ a * ψ' a * (1 / 2) +
        ψ 0 * φ' 0 * (1 / 2) +
      φ 0 * ψ' 0 * (-1 / 2) =
    0
```

Diagnosis. The error says that `linear_combination h / 2` left an equation that `ring` could not prove. The integrals have already cancelled, and what remains is the Wronskian at each end, written in two ways. In `h` it is `(ψ * φ' - φ * ψ') a`, a combination of functions applied to a point, while the goal has `ψ a * φ' a - φ a * ψ' a`, a combination of numbers.

The first form comes from the continuity argument, where `.mul` and `.sub` combine whole functions. The two forms are equal by definition, so Lean accepts the derivative from `wronskian_hasDerivAt`, which is stated pointwise. But `ring` does not unfold the operations on functions: it treats `(ψ * φ' - φ * ψ') a` as a single unknown, and the terms cannot cancel.

The added `simp only` rewrites `h` with `Pi.sub_apply` and `Pi.mul_apply`, which evaluate a difference or product of functions at a point. Both ends then have the same form as in the goal, and the original `linear_combination` closes it.

After these edits no error is left:

```diff
@@ -40,4 +40,5 @@
     (fun x hx => wronskian_hasDerivAt hφ hψ hx) hint
   rw [intervalIntegral.integral_const_mul] at h
+  simp only [Pi.sub_apply, Pi.mul_apply] at h
   linear_combination h / 2
 
```
